# CPA iteration at the centre of a semi-elliptic band: convergence for 0 < v < t, two-cycles for v = 0

Each site of a non-interacting binary alloy has level \(+v\) or \(-v\) with equal probability and sits in a medium with Green function \(G\) and hybridisation \(t^2G\), where \(4t>0\) is the full width of the band without disorder. At energy zero we start from a purely imaginary \(G=-ig\) with \(g>0\). The iteration replaces \(G\) by the average of the two site Green functions; at a fixed point, \(g/\pi\) is the density of states per site.

In Lean 4 with Mathlib:

```lean
import Mathlib

open Filter Topology

namespace CPABandCentre

noncomputable section

/-- One CPA update at zero energy: the Green function averaged over the equally likely levels
`+v` and `-v` in a medium of hybridisation `t² G`. Its domain is `t² G ≠ v` and `t² G ≠ -v`. -/
def cpaUpdate (t v : ℝ) (G : ℂ) : ℂ :=
  (1 / (-(t : ℂ) ^ 2 * G - v) + 1 / (-(t : ℂ) ^ 2 * G + v)) / 2

/-- The real update of `g`, where `G = -i g`. Its domain is `t⁴ g² + v² ≠ 0`. -/
def step (t v g : ℝ) : ℝ := t ^ 2 * g / (t ^ 4 * g ^ 2 + v ^ 2)

/-- The value `√(t² - v²) / t²`, for `t ≠ 0` and `v² ≤ t²`. -/
def gStar (t v : ℝ) : ℝ := √(t ^ 2 - v ^ 2) / t ^ 2

/-- The relative mismatch `(g - s)² / (g s)` between two nonzero values `g` and `s`. -/
def mismatch (s g : ℝ) : ℝ := (g - s) ^ 2 / (g * s)

/-- For `t > 0`, all iterates of a positive start stay positive. -/
theorem step_iterate_pos {t v g : ℝ} (ht : 0 < t) (hg : 0 < g) (n : ℕ) :
    0 < (step t v)^[n] g := by
  induction n with
  | zero => exact hg
  | succ n ih =>
    rw [Function.iterate_succ_apply']
    unfold step at ih ⊢
    positivity

/-- For `t, g > 0`, both site denominators at `G = -i g` are nonzero, and the CPA update
gives `-i` times the real update of `g`. -/
theorem cpaUpdate_imaginary {t g : ℝ} (v : ℝ) (ht : 0 < t) (hg : 0 < g) :
    -(t : ℂ) ^ 2 * -(Complex.I * g) - v ≠ 0 ∧ -(t : ℂ) ^ 2 * -(Complex.I * g) + v ≠ 0 ∧
      cpaUpdate t v (-(Complex.I * g)) = -(Complex.I * (step t v g : ℝ)) := by
  have hD : t ^ 4 * g ^ 2 + v ^ 2 ≠ 0 := by positivity
  -- the product of the two denominators is real and negative
  have key : (-(t : ℂ) ^ 2 * -(Complex.I * g) - v) * (-(t : ℂ) ^ 2 * -(Complex.I * g) + v)
      = -((t ^ 4 * g ^ 2 + v ^ 2 : ℝ) : ℂ) := by
    push_cast
    linear_combination ((t : ℂ) ^ 4 * (g : ℂ) ^ 2) * Complex.I_sq
  have hne := neg_ne_zero.2 (Complex.ofReal_ne_zero.2 hD)
  rw [← key] at hne
  have h1 := left_ne_zero_of_mul hne
  have h2 := right_ne_zero_of_mul hne
  refine ⟨h1, h2, ?_⟩
  unfold cpaUpdate step
  rw [div_add_div _ _ h1 h2, key, div_neg]
  push_cast
  ring

theorem gStar_spec {t v : ℝ} (ht : 0 < t) (hv : v ^ 2 < t ^ 2) :
    0 < gStar t v ∧ t ^ 4 * gStar t v ^ 2 = t ^ 2 - v ^ 2 := by
  have hx : 0 < t ^ 2 - v ^ 2 := by linarith
  unfold gStar
  refine ⟨div_pos (Real.sqrt_pos.2 hx) (by positivity), ?_⟩
  rw [div_pow, Real.sq_sqrt hx.le]
  field_simp

/-- For `t > 0` and `v² < t²`, the only positive fixed point of the real update is
`√(t² - v²) / t²`. -/
theorem step_eq_self_iff {t v g : ℝ} (ht : 0 < t) (hv : v ^ 2 < t ^ 2) (hg : 0 < g) :
    step t v g = g ↔ g = gStar t v := by
  obtain ⟨hs0, hs⟩ := gStar_spec ht hv
  have hD : t ^ 4 * g ^ 2 + v ^ 2 ≠ 0 := by positivity
  rw [step, div_eq_iff hD]
  constructor
  · intro h
    have h1 : t ^ 2 = t ^ 4 * g ^ 2 + v ^ 2 :=
      mul_left_cancel₀ hg.ne' (by linear_combination h)
    have h2 : g ^ 2 = gStar t v ^ 2 :=
      mul_left_cancel₀ (pow_pos ht 4).ne' (by linear_combination -h1 - hs)
    exact (sq_eq_sq₀ hg.le hs0.le).1 h2
  · intro h
    rw [h]
    linear_combination (-gStar t v) * hs

/-- For `t, g > 0` and `v² < t²`, one update multiplies the relative mismatch with
`√(t² - v²) / t²` by at most `1 - v² (t² - v²) / t⁴`. -/
theorem mismatch_step_le {t v g : ℝ} (ht : 0 < t) (hv : v ^ 2 < t ^ 2) (hg : 0 < g) :
    mismatch (gStar t v) (step t v g) ≤
      (1 - v ^ 2 * (t ^ 2 - v ^ 2) / t ^ 4) * mismatch (gStar t v) g := by
  obtain ⟨hs0, hs⟩ := gStar_spec ht hv
  generalize gStar t v = s at hs0 hs ⊢
  obtain ⟨D, hD⟩ : ∃ D, D = t ^ 4 * g ^ 2 + v ^ 2 := ⟨_, rfl⟩
  have hD0 : 0 < D := by rw [hD]; positivity
  obtain ⟨A, hA⟩ : ∃ A, A = v ^ 2 - t ^ 4 * s * g := ⟨_, rfl⟩
  have hk : v ^ 2 * (t ^ 2 - v ^ 2) / t ^ 4 = v ^ 2 * s ^ 2 := by
    rw [div_eq_iff (pow_pos ht 4).ne']
    linear_combination (-v ^ 2) * hs
  -- the deviation from the fixed point factorises
  have hdev : t ^ 2 * g / D - s = (g - s) * A / D := by
    rw [eq_div_iff hD0.ne', sub_mul, div_mul_cancel₀ _ hD0.ne', hA, hD]
    linear_combination (-g) * hs
  have h1 : s ^ 2 * D ≤ t ^ 2 * (s + g) ^ 2 := by
    have e : t ^ 2 * (s + g) ^ 2 - s ^ 2 * D
        = v ^ 2 * g ^ 2 + (t ^ 2 - v ^ 2) * s ^ 2 + 2 * t ^ 2 * s * g := by
      rw [hD]
      linear_combination (-g ^ 2) * hs
    have p : 0 ≤ (t ^ 2 - v ^ 2) * s ^ 2 := mul_nonneg (by linarith) (sq_nonneg s)
    have q : 0 ≤ v ^ 2 * g ^ 2 + 2 * t ^ 2 * s * g := by positivity
    linarith
  have h2 : t ^ 2 * D = A ^ 2 + t ^ 4 * v ^ 2 * (s + g) ^ 2 := by
    rw [hA, hD]
    linear_combination (-(t ^ 4 * g ^ 2 + v ^ 2)) * hs
  have h3 := mul_le_mul_of_nonneg_left h1 (by positivity : 0 ≤ v ^ 2 * t ^ 2)
  have hq : A ^ 2 / (t ^ 2 * D) ≤ 1 - v ^ 2 * s ^ 2 := by
    rw [div_le_iff₀ (by positivity)]
    linarith
  have he : mismatch s (step t v g) = A ^ 2 / (t ^ 2 * D) * mismatch s g := by
    unfold mismatch step
    rw [← hD, hdev]
    field_simp
  rw [he, hk]
  exact mul_le_mul_of_nonneg_right hq (by unfold mismatch; positivity)

theorem tendsto_zero_of_sq {u : ℕ → ℝ} (h : Tendsto (fun n => u n ^ 2) atTop (𝓝 0)) :
    Tendsto u atTop (𝓝 0) := by
  have h' := h.sqrt
  simp only [Real.sqrt_sq_eq_abs, Real.sqrt_zero] at h'
  exact (tendsto_zero_iff_abs_tendsto_zero _).2 h'

/-- For `0 < v < t`, the real iteration converges to `√(t² - v²) / t²` from every `g > 0`. -/
theorem step_tendsto {t v g : ℝ} (hv : 0 < v) (hvt : v < t) (hg : 0 < g) :
    Tendsto (fun n => (step t v)^[n] g) atTop (𝓝 (gStar t v)) := by
  have ht : 0 < t := hv.trans hvt
  have hv2 : v ^ 2 < t ^ 2 := by nlinarith
  have hs0 := (gStar_spec ht hv2).1
  have hx := step_iterate_pos (v := v) ht hg
  have hk0 : 0 < v ^ 2 * (t ^ 2 - v ^ 2) / t ^ 4 :=
    div_pos (mul_pos (by positivity) (by linarith)) (by positivity)
  have hk1 : v ^ 2 * (t ^ 2 - v ^ 2) / t ^ 4 ≤ 1 := by
    rw [div_le_one (by positivity)]
    nlinarith [sq_nonneg (t ^ 2 - v ^ 2), sq_nonneg (v * t)]
  have hE0 : ∀ n, 0 ≤ mismatch (gStar t v) ((step t v)^[n] g) := fun n =>
    div_nonneg (sq_nonneg _) (mul_pos (hx n) hs0).le
  -- the mismatch decays geometrically
  have hE : ∀ n, mismatch (gStar t v) ((step t v)^[n] g) ≤
      (1 - v ^ 2 * (t ^ 2 - v ^ 2) / t ^ 4) ^ n * mismatch (gStar t v) g := by
    intro n
    induction n with
    | zero => simp
    | succ n ih =>
      rw [Function.iterate_succ_apply', pow_succ', mul_assoc]
      exact (mismatch_step_le ht hv2 (hx n)).trans
        (mul_le_mul_of_nonneg_left ih (by linarith))
  have hlim : Tendsto (fun n => mismatch (gStar t v) ((step t v)^[n] g)) atTop (𝓝 0) := by
    refine squeeze_zero hE0 hE ?_
    simpa using (tendsto_pow_atTop_nhds_zero_of_lt_one
      (by linarith : 0 ≤ 1 - v ^ 2 * (t ^ 2 - v ^ 2) / t ^ 4) (by linarith)).mul_const
      (mismatch (gStar t v) g)
  -- a small mismatch forces a small distance
  have hb : ∀ n, ((step t v)^[n] g - gStar t v) ^ 2 ≤ gStar t v ^ 2 *
      (mismatch (gStar t v) ((step t v)^[n] g) *
        (mismatch (gStar t v) ((step t v)^[n] g) + 2)) := by
    intro n
    have hxn := hx n
    have hEn := hE0 n
    have e : mismatch (gStar t v) ((step t v)^[n] g) * ((step t v)^[n] g * gStar t v)
        = ((step t v)^[n] g - gStar t v) ^ 2 := div_mul_cancel₀ _ (mul_pos hxn hs0).ne'
    generalize mismatch (gStar t v) ((step t v)^[n] g) = E at e hEn ⊢
    generalize (step t v)^[n] g = x at e hxn ⊢
    have hle : x ≤ gStar t v * (E + 2) := by
      by_contra h
      nlinarith [mul_pos hxn (sub_pos.2 (not_le.1 h)), sq_nonneg (gStar t v)]
    have h := mul_le_mul_of_nonneg_left hle (mul_nonneg hEn hs0.le)
    linarith
  have hsq := squeeze_zero (fun n => sq_nonneg _) hb
    (by simpa using (hlim.mul (hlim.add_const 2)).const_mul (gStar t v ^ 2))
  simpa using (tendsto_zero_of_sq hsq).add_const (gStar t v)

/-- For `0 < v < t`, the CPA iteration started at `G = -i g` with any `g > 0` converges to
`-i √(t² - v²) / t²`. -/
theorem cpa_tendsto {t v g : ℝ} (hv : 0 < v) (hvt : v < t) (hg : 0 < g) :
    Tendsto (fun n => (cpaUpdate t v)^[n] (-(Complex.I * g))) atTop
      (𝓝 (-(Complex.I * (gStar t v : ℝ)))) := by
  have ht : 0 < t := hv.trans hvt
  have h : ∀ n, (cpaUpdate t v)^[n] (-(Complex.I * g))
      = -(Complex.I * ((step t v)^[n] g : ℝ)) := by
    intro n
    induction n with
    | zero => rfl
    | succ n ih =>
      rw [Function.iterate_succ_apply', Function.iterate_succ_apply', ih]
      exact (cpaUpdate_imaginary v ht (step_iterate_pos ht hg n)).2.2
  simp only [h]
  exact (((Complex.continuous_ofReal.tendsto _).comp
    (step_tendsto hv hvt hg)).const_mul Complex.I).neg

/-- Without disorder, `v = 0`, and for `t > 0`, every start `g > 0` other than `1/t` alternates
forever between the two distinct values `g` and `1/(t² g)`. -/
theorem step_oscillates {t g : ℝ} (ht : 0 < t) (hg : 0 < g) (hne : g ≠ 1 / t) :
    1 / (t ^ 2 * g) ≠ g ∧ ∀ n : ℕ, (step t 0)^[2 * n] g = g ∧
      (step t 0)^[2 * n + 1] g = 1 / (t ^ 2 * g) := by
  -- the update is an inversion
  have h : ∀ x : ℝ, 0 < x → step t 0 x = 1 / (t ^ 2 * x) := by
    intro x hx
    rw [step, div_eq_div_iff (by positivity) (by positivity)]
    ring
  have hback : step t 0 (1 / (t ^ 2 * g)) = g := by
    rw [h _ (by positivity)]
    field_simp
  have heven : ∀ n : ℕ, (step t 0)^[2 * n] g = g := by
    intro n
    induction n with
    | zero => rfl
    | succ n ih =>
      rw [show 2 * (n + 1) = 2 * n + 1 + 1 by ring, Function.iterate_succ_apply',
        Function.iterate_succ_apply', ih, h g hg, hback]
  refine ⟨fun e => hne ?_, fun n => ⟨heven n, ?_⟩⟩
  · rw [div_eq_iff (by positivity)] at e
    have h1 : t * g = 1 :=
      (sq_eq_sq₀ (by positivity) zero_le_one).1 (by linear_combination -e)
    rw [eq_div_iff ht.ne']
    linarith
  · rw [Function.iterate_succ_apply', heven n, h g hg]

/-- For `0 < t ≤ v`, the real iteration converges to zero from every `g > 0`. -/
theorem step_tendsto_zero {t v g : ℝ} (ht : 0 < t) (htv : t ≤ v) (hg : 0 < g) :
    Tendsto (fun n => (step t v)^[n] g) atTop (𝓝 0) := by
  have hv : 0 < v := ht.trans_le htv
  -- the square of the iterate decays at least like 1/n
  have hb : ∀ n : ℕ, 2 * v ^ 2 * (n : ℝ) * ((step t v)^[n] g) ^ 2 ≤ 1 := by
    intro n
    induction n with
    | zero => simp
    | succ n ih =>
      have hx := step_iterate_pos (v := v) ht hg n
      rw [Function.iterate_succ_apply']
      generalize (step t v)^[n] g = x at ih hx ⊢
      have h4 : t ^ 4 ≤ v ^ 4 := pow_le_pow_left₀ ht.le htv 4
      have h5 := mul_le_mul_of_nonneg_left ih (pow_pos ht 4).le
      push_cast
      rw [step, div_pow, ← mul_div_assoc, div_le_one (by positivity)]
      nlinarith [sq_nonneg (t ^ 4 * x ^ 2)]
  refine tendsto_zero_of_sq (squeeze_zero' (Eventually.of_forall fun n => sq_nonneg _) ?_
    (tendsto_const_div_atTop_nhds_zero_nat (1 / (2 * v ^ 2))))
  filter_upwards [eventually_gt_atTop 0] with n hn
  have hn' : (0 : ℝ) < n := Nat.cast_pos.2 hn
  rw [div_div, le_div_iff₀ (by positivity)]
  linarith [hb n]

end

end CPABandCentre
```

```lean
#print axioms CPABandCentre.step_eq_self_iff
-- 'CPABandCentre.step_eq_self_iff' depends on axioms: [propext, Classical.choice, Quot.sound]
#print axioms CPABandCentre.cpa_tendsto
-- 'CPABandCentre.cpa_tendsto' depends on axioms: [propext, Classical.choice, Quot.sound]
#print axioms CPABandCentre.step_oscillates
-- 'CPABandCentre.step_oscillates' depends on axioms: [propext, Classical.choice, Quot.sound]
#print axioms CPABandCentre.step_tendsto_zero
-- 'CPABandCentre.step_tendsto_zero' depends on axioms: [propext, Classical.choice, Quot.sound]
```

## From the site average to a real map

The hybridisation \(t^2G\) belongs to a lattice whose band without disorder is semi-elliptic with half-width \(2t\). A site with level \(\pm v\) then has the Green function \(1/(-t^2G\mp v)\) at zero energy, and `cpaUpdate` averages the two. With \(-t^2G=it^2g\),

\[
\frac12\left(\frac1{it^2g-v}+\frac1{it^2g+v}\right)=\frac{it^2g}{-(t^4g^2+v^2)}=-i\,\frac{t^2g}{t^4g^2+v^2}.
\]

The real factor is `step t v g`. `cpaUpdate_imaginary` proves this identity and shows that neither denominator vanishes. By `step_iterate_pos`, positivity survives every update, so the identity applies at each step.

Write \(g_n\) for `(step t v)^[n] g`, with \(g_0=g\). The file proves three behaviours for every \(g>0\):

- For \(0<v<t\), \(g_n\to s=\sqrt{t^2-v^2}/t^2\), which is `gStar t v`. `cpa_tendsto` states this for the complex iteration itself: \(G_n\to -is\).
- For \(v=0\) and \(g\neq 1/t\), the iterates alternate between the distinct values \(g\) and \(1/(t^2g)\) (`step_oscillates`).
- For \(v\ge t\), \(g_n\to0\) (`step_tendsto_zero`).

The last two are stated for the real map. In this one-site model with a semi-elliptic band, the limits give a density of states \(\sqrt{t^2-v^2}/(\pi t^2)\) at the band centre for \(0<v<t\), and zero once \(v\ge t\). The file does not treat other energies, unequal concentrations or the matrix-valued scattering of KKR-CPA.

## Why the mismatch shrinks

A positive fixed point satisfies \(t^2=t^4g^2+v^2\). For \(v^2<t^2\) this leaves only \(g=s\) (`step_eq_self_iff`), and `gStar_spec` records \(t^4s^2=t^2-v^2\).

Let \(D=t^4g^2+v^2\), \(A=v^2-t^4sg\) and \(g'=t^2g/D\). Substituting \(t^2=t^4s^2+v^2\) gives

\[
g'-s=\frac{t^2g-sD}{D}=\frac{(g-s)A}{D}.
\]

The relative mismatch \(E(g)=(g-s)^2/(gs)\) therefore obeys

\[
E(g')=\frac{A^2}{t^2D}\,E(g),\qquad t^2D=A^2+t^4v^2(s+g)^2 .
\]

Moreover,

\[
t^2(s+g)^2-s^2D=v^2g^2+(t^2-v^2)s^2+2t^2sg\ge0,
\]

so the prefactor is at most

\[
1-v^2s^2=1-\frac{v^2(t^2-v^2)}{t^4}.
\]

This is `mismatch_step_le`; its `linear_combination` steps are these substitutions.

For \(0<v<t\) the bound is below one. In `step_tendsto`, induction gives geometric decay of \(E_n=E(g_n)\). Expanding \((g_n-s)^2=E_ng_ns\) yields \(g_n\le s(E_n+2)\), hence

\[
(g_n-s)^2\le s^2E_n(E_n+2)\to0 .
\]

`tendsto_zero_of_sq` passes from the square to \(g_n-s\) itself, and `cpa_tendsto` carries the limit over to \(G\).

## No disorder, and strong disorder

At \(v=0\) the map is the inversion \(g\mapsto1/(t^2g)\). Applying it twice returns \(g\), and the two values coincide only when \(tg=1\).

For \(v\ge t\), induction proves \(2v^2n\,g_n^2\le1\). Writing \(x=g_n\), the next case requires

\[
2v^2(n+1)t^4x^2\le(t^4x^2+v^2)^2=t^8x^4+2v^2t^4x^2+v^4 .
\]

It holds because the induction hypothesis gives \(2v^2n\,t^4x^2\le t^4\le v^4\). Thus \(g_n^2\le1/(2v^2n)\) for \(n\ge1\), which tends to zero. For \(v>t\) the decay is faster than this bound suggests, because each update multiplies \(g\) by at most \(t^2/v^2<1\).

## Numbers, and the loop in a calculation

Take \(t=1\) and \(v=0.6\), so \(s=0.8\). From \(g_0=1\) the iterates are \(0.7353,\ 0.8164,\ 0.7953,\dots\). The first update reduces the mismatch from \(0.05\) to about \(0.0071\), a factor of \(0.142\), well within the guaranteed \(0.7696\). With \(v=0\) and \(g_0=2\), the sequence is \(2,\tfrac12,2,\tfrac12,\dots\).

One pass of the iteration studied here forms \(t^2G\) from the current \(G\), evaluates the two site Green functions, averages them and feeds the result back as the new \(G\). If the old and new values are mixed equally, the clean case becomes \(g\mapsto\frac12\bigl(g+1/(t^2g)\bigr)\). This is Newton's iteration for \(g^2=1/t^2\), which converges to \(1/t\) from every \(g>0\) by a classical argument separate from the file. The two-cycle belongs to the direct update of \(G\): a loop that instead extracts a new self-energy from the averaged Green function, and recomputes \(G\) from the band, finds zero self-energy after one pass at \(v=0\).
